# For a Hermitian matrix A, [A,[A,B]] = 0 forces [A,B] = 0

## Can the double commutator vanish before the single one?

Suppose a finite Hermitian matrix $H$ had $[H,[H,B]]=0$ but $[H,B]\neq 0$. The expansion of $e^{itH}Be^{-itH}$ would then stop at $B+it[H,B]$, which grows without bound in $t$, although a unitary conjugation keeps the norm of $B$ fixed. So I believe that for Hermitian $A$ and any square $B$, $[A,[A,B]]=0$ implies $[A,B]=0$. For general $A$ it should fail, for example for the $3\times 3$ matrix units $E_{12}$ and $E_{23}$. Can this be made rigorous, without the series, and machine-checked in Lean?

## The squared norm of [A,B] is an overlap with the double commutator

Yes, and the argument extends to normal $A$, meaning $A^\dagger A=AA^\dagger$. Use the Hilbert–Schmidt inner product $\mathrm{tr}(X^\dagger Y)$. Since $\mathrm{tr}(C^\dagger C)=\sum_{i,j}|C_{ji}|^2$, it vanishes only for $C=0$. Cyclicity of the trace gives, for any $Y$,

$$\mathrm{tr}([A,B]^\dagger Y)=\mathrm{tr}(B^\dagger A^\dagger Y)-\mathrm{tr}(A^\dagger B^\dagger Y)=\mathrm{tr}(B^\dagger[A^\dagger,Y]).$$

Put $C=[A,B]$ and $Y=C$. If $A$ is Hermitian and $[A,C]=0$, then $\mathrm{tr}(C^\dagger C)=\mathrm{tr}(B^\dagger[A,C])=0$, so $C=0$.

For normal $A$ we first need $D=[A^\dagger,C]$ to vanish. The Jacobi identity gives $[A,[A^\dagger,C]]-[A^\dagger,[A,C]]=[[A,A^\dagger],C]=0$, hence

$$\mathrm{tr}(D^\dagger D)=\mathrm{tr}(C^\dagger[A,[A^\dagger,C]])=\mathrm{tr}(C^\dagger[A^\dagger,[A,C]])=0.$$

So $D=0$, and then $\mathrm{tr}(C^\dagger C)=\mathrm{tr}(B^\dagger D)=0$ as before. If a deeper nested commutator vanishes, apply this to its two outermost brackets: the depth drops by one, and repetition leads down to $[A,B]=0$.

For the matrix units, $E_{12}E_{23}=E_{13}$ and $E_{23}E_{12}=0$, so $[E_{12},E_{23}]=E_{13}\neq 0$. Both products of $E_{12}$ with $E_{13}$ vanish, so the double commutator is zero.

A numerical instance shows the trace identity at work:

$$A=\begin{pmatrix}1&0\\0&3\end{pmatrix},\quad B=\begin{pmatrix}5&2\\4&7\end{pmatrix},\quad [A,B]=\begin{pmatrix}0&-4\\8&0\end{pmatrix},\quad [A,[A,B]]=\begin{pmatrix}0&8\\16&0\end{pmatrix}.$$

The squared norm of $[A,B]$ is $16+64=80$, and the overlap of $B$ with the double commutator is $2\cdot 8+4\cdot 16=80$.

Here is the Lean file.

```lean
import Mathlib

open Matrix

namespace NestedCommutators

variable {n : Type*} [Fintype n]

/-- The commutator `[A, B] = AB - BA` of two complex matrices. -/
def comm (A B : Matrix n n ℂ) : Matrix n n ℂ := A * B - B * A

/-- The nested commutator `[A, [A, ... [A, B]]]` in which `A` appears `k` times. -/
def nestedComm (A B : Matrix n n ℂ) : ℕ → Matrix n n ℂ
  | 0 => B
  | k + 1 => comm A (nestedComm A B k)

/-- A matrix whose Hilbert-Schmidt norm vanishes is zero. -/
theorem eq_zero_of_trace_eq_zero {C : Matrix n n ℂ}
    (h : trace (Cᴴ * C) = 0) : C = 0 := by
  -- the trace is the sum of the squared moduli of all entries
  have h' : ∑ i, ∑ j, Complex.normSq (C j i) = 0 := by
    have h2 := congrArg Complex.re h
    simpa [Matrix.trace, Matrix.mul_apply, Complex.normSq_apply] using h2
  ext j i
  have h3 := (Finset.sum_eq_zero_iff_of_nonneg (fun i _ =>
    Finset.sum_nonneg (fun j _ => Complex.normSq_nonneg (C j i)))).1 h' i (Finset.mem_univ i)
  have h4 := (Finset.sum_eq_zero_iff_of_nonneg (fun j _ =>
    Complex.normSq_nonneg (C j i))).1 h3 j (Finset.mem_univ j)
  exact Complex.normSq_eq_zero.1 h4

/-- In the Hilbert-Schmidt inner product `tr(XᴴY)`, the adjoint of the map `[A, ·]`
is the map `[Aᴴ, ·]`. -/
theorem trace_comm_adjoint (A B C : Matrix n n ℂ) :
    trace ((comm A B)ᴴ * C) = trace (Bᴴ * comm Aᴴ C) := by
  simp only [comm, conjTranspose_sub, conjTranspose_mul, Matrix.sub_mul, Matrix.mul_sub,
    trace_sub]
  -- cyclicity of the trace moves `Aᴴ` to the right end
  have cyc : trace (Aᴴ * Bᴴ * C) = trace (Bᴴ * (C * Aᴴ)) := by
    rw [Matrix.mul_assoc, Matrix.trace_mul_comm, Matrix.mul_assoc]
  rw [cyc, Matrix.mul_assoc]

/-- If `X` and `Y` commute, then so do the maps `[X, ·]` and `[Y, ·]`. -/
theorem comm_comm_swap {X Y : Matrix n n ℂ} (h : Y * X = X * Y) (C : Matrix n n ℂ) :
    comm X (comm Y C) = comm Y (comm X C) := by
  classical
  unfold comm
  linear_combination (norm := noncomm_ring) C * h - h * C

/-- Fuglede's theorem in finite dimension: a matrix that commutes with a normal matrix `A`
also commutes with `Aᴴ`. -/
theorem fuglede {A C : Matrix n n ℂ} (hA : Aᴴ * A = A * Aᴴ) (h : comm A C = 0) :
    comm Aᴴ C = 0 := by
  apply eq_zero_of_trace_eq_zero
  rw [trace_comm_adjoint, conjTranspose_conjTranspose, comm_comm_swap hA, h]
  simp [comm]

/-- For a normal matrix `A`, if `[A, [A, B]] = 0` then `[A, B] = 0`. -/
theorem comm_eq_zero_of_normal {A B : Matrix n n ℂ} (hA : Aᴴ * A = A * Aᴴ)
    (h : comm A (comm A B) = 0) : comm A B = 0 := by
  apply eq_zero_of_trace_eq_zero
  -- the squared norm of `[A, B]` is an overlap of `B` with `[Aᴴ, [A, B]]`
  rw [trace_comm_adjoint, fuglede hA h, Matrix.mul_zero, trace_zero]

/-- For a Hermitian matrix `A` and any square matrix `B`, if `[A, [A, B]] = 0`
then `[A, B] = 0`. -/
theorem comm_eq_zero_of_isHermitian {A B : Matrix n n ℂ} (hA : A.IsHermitian)
    (h : comm A (comm A B) = 0) : comm A B = 0 :=
  comm_eq_zero_of_normal (by rw [hA.eq]) h

/-- For a normal matrix `A`, if a nested commutator of `A` with `B` of any depth `k + 1`
vanishes, then `[A, B] = 0`. -/
theorem comm_eq_zero_of_nestedComm {A B : Matrix n n ℂ} (hA : Aᴴ * A = A * Aᴴ) (k : ℕ)
    (h : nestedComm A B (k + 1) = 0) : comm A B = 0 := by
  induction k with
  | zero => exact h
  | succ k ih =>
    -- the two outermost commutators collapse to one
    exact ih (comm_eq_zero_of_normal (B := nestedComm A B k) hA h)

/-- The 3x3 matrix unit with a single 1 in row 1, column 2. -/
def E12 : Matrix (Fin 3) (Fin 3) ℂ := !![0, 1, 0; 0, 0, 0; 0, 0, 0]

/-- The 3x3 matrix unit with a single 1 in row 2, column 3. -/
def E23 : Matrix (Fin 3) (Fin 3) ℂ := !![0, 0, 0; 0, 0, 1; 0, 0, 0]

/-- The 3x3 matrix unit with a single 1 in row 1, column 3. -/
def E13 : Matrix (Fin 3) (Fin 3) ℂ := !![0, 0, 1; 0, 0, 0; 0, 0, 0]

/-- The commutator of `E12` and `E23` is `E13`. -/
theorem comm_E12_E23 : comm E12 E23 = E13 := by
  ext i j
  fin_cases i <;> fin_cases j <;>
    simp [comm, E12, E23, E13]

/-- For the matrix units `E12` and `E23` the double commutator `[E12, [E12, E23]]` vanishes,
but `[E12, E23]` does not. -/
theorem matrix_units_counterexample :
    comm E12 (comm E12 E23) = 0 ∧ comm E12 E23 ≠ 0 := by
  rw [comm_E12_E23]
  constructor
  · ext i j
    fin_cases i <;> fin_cases j <;>
      simp [comm, E12, E13]
  · intro h
    have h02 := congrFun (congrFun h 0) 2
    simp [E13] at h02

/-- The Pauli matrix X. -/
def pauliX : Matrix (Fin 2) (Fin 2) ℂ := !![0, 1; 1, 0]

/-- The Pauli matrix X is Hermitian, and its double commutator with every matrix of the form
`!![a, b; b, a]` vanishes. -/
theorem comm_eq_zero_of_isHermitian_witness (a b : ℂ) :
    pauliX.IsHermitian ∧ comm pauliX (comm pauliX !![a, b; b, a]) = 0 := by
  constructor
  · ext i j
    fin_cases i <;> fin_cases j <;> simp [pauliX]
  · have h : comm pauliX !![a, b; b, a] = 0 := by
      ext i j
      fin_cases i <;> fin_cases j <;>
        simp [comm, pauliX]
    rw [h]
    simp [comm]

end NestedCommutators
```

```lean
#print axioms NestedCommutators.comm_eq_zero_of_isHermitian
#print axioms NestedCommutators.comm_eq_zero_of_nestedComm
#print axioms NestedCommutators.matrix_units_counterexample
```

```
'NestedCommutators.comm_eq_zero_of_isHermitian' depends on axioms: [propext, Classical.choice, Quot.sound]
'NestedCommutators.comm_eq_zero_of_nestedComm' depends on axioms: [propext, Classical.choice, Quot.sound]
'NestedCommutators.matrix_units_counterexample' depends on axioms: [propext, Classical.choice, Quot.sound]
```

## What the theorems say about operators

Operators are complex matrices over a finite index type `n`, and `ᴴ` is the adjoint. `comm A B` is $AB-BA$, with no factor of $i$ or $\hbar$. `nestedComm A B k` applies $[A,\cdot]$ to $B$ exactly `k` times.

`comm_eq_zero_of_isHermitian` is the claim you asked about: `A.IsHermitian` says $A^\dagger=A$, `h` says that the double commutator vanishes, and `B` is arbitrary. `comm_eq_zero_of_normal` needs only normality, which also admits unitary gates and anti-Hermitian generators. `comm_eq_zero_of_nestedComm` treats every depth `k + 1`. Thus, in a finite basis, the commutator series of a unitary rotation cannot terminate after a nonzero commutator term.

`matrix_units_counterexample` states both halves of the failure. The witness theorem supplies Pauli X and a family of matrices, non-scalar for $b\neq 0$, that satisfy the Hermitian theorem's hypotheses.

The Hermitian result also holds in infinite dimension when $A$ and $B$ are both bounded, by the norm argument in the question, but it can fail for unbounded operators. For a free particle with $H=p^2/2m$, the formal commutators are $[H,x]=-i\hbar p/m$ and $[H,[H,x]]=0$; such unbounded operators are not matrices of the kind treated here.

## How the Lean proof follows the trace argument

`eq_zero_of_trace_eq_zero` takes the real part of the trace, a sum of squared moduli, and concludes that each term is zero. `trace_comm_adjoint` is the adjoint identity, with cyclicity in the step `cyc`.

`comm_comm_swap` is the Jacobi step: `linear_combination` writes the difference of the two sides as `C * h - h * C`, where `h` says that $X$ and $Y$ commute. `fuglede` uses it to show $D=0$. It is the matrix case only; Fuglede's theorem for bounded operators on a Hilbert space needs a different argument, since not every such operator has a trace.

`comm_eq_zero_of_normal` then rewrites the squared norm of $[A,B]$ to zero. The Hermitian theorem is a special case, and the nested one follows by induction on `k`. The explicit matrices are checked entry by entry with `fin_cases`; Lean counts indices from 0, so the nonzero entry of `E13` is read off at position (0, 2).
